# On [−1, 1], the degree-(2m+1) truncated-series sign polynomial leaves an involution error of at most the (m+1)th power of the old one

In a density-matrix purification run in an orthonormal basis, with no eigenvalue at the chemical potential, I subtract this potential from the Hamiltonian, scale the result so that its eigenvalues lie in [−1, 1], and apply a polynomial to the matrix until every eigenvalue is close to +1 or −1. Each step needs only matrix multiplications and additions. For a natural number m, the polynomial acts on an eigenvalue x as

p_m(x) = x · ∑_{j=0}^{m} C(2j,j) (1 − x²)^j / 4^j.

I monitor the involution error 1 − x², which vanishes exactly at x = ±1. The claim is that one step never makes this error negative and reduces it to at most (1 − x²)^(m+1). Can this be derived rigorously for every m, with the argument checked by machine?

## Squaring the truncated series gives the bound

Yes. Write y = 1 − x², c(j) = C(2j,j)/4^j and S_m(y) = ∑_{j=0}^{m} c(j) y^j, so that p_m(x) = x S_m(y). The c(j) are the Taylor coefficients of (1 − y)^(−1/2), and 1/√(1 − y) = 1/|x| is the factor that would turn x ≠ 0 into its sign. The argument needs only the finite sum.

**The coefficients.** The ratio of neighbouring central binomial coefficients gives

(j+1) C(2j+2, j+1) = 2(2j+1) C(2j, j),

and division by 2 · 4^j turns this into

2(j+1) c(j+1) = (2j+1) c(j).

**Their convolution.** Let A(n) = ∑_{i+j=n} c(i)c(j) and B(n) = ∑_{i+j=n} i c(i)c(j). Exchanging i and j leaves c(i)c(j) unchanged, and i + j = n, so 2B(n) = n A(n). In B(n+1) the term with i = 0 vanishes. Shifting i by one and using the recurrence gives

B(n+1) = ∑_{i+j=n} (i+1) c(i+1) c(j) = ∑_{i+j=n} (i + 1/2) c(i)c(j) = B(n) + A(n)/2 = (n+1) A(n)/2.

The symmetry relation at n+1 also gives B(n+1) = (n+1) A(n+1)/2. Hence A(n+1) = A(n), and since A(0) = 1, every A(n) equals 1.

**The square of the sum.** Expanding gives

S_m(y)² = ∑_{0≤i,j≤m} c(i)c(j) y^(i+j).

For x in [−1, 1] we have y ≥ 0, so no term is negative. The square of index pairs contains the triangle i + j ≤ m and lies inside the triangle i + j ≤ 2m. Because A(k) = 1, each diagonal i + j = k of a triangle contributes y^k. Therefore

∑_{k=0}^{m} y^k ≤ S_m(y)² ≤ ∑_{k=0}^{2m} y^k.

**The error.** Multiplying by x² = 1 − y telescopes both geometric sums:

1 − y^(m+1) ≤ p_m(x)² ≤ 1 − y^(2m+1).

Rearranged, this is

0 ≤ y^(2m+1) ≤ 1 − p_m(x)² ≤ y^(m+1).

**The slope.** The polynomials also satisfy

p_m′(x) = (2m+1) c(m) (1 − x²)^m.

For m = 0 both sides are 1. Going from m to m+1 adds c(m+1) x y^(m+1), whose derivative is

c(m+1) y^m [y − 2(m+1)x²] = c(m+1) [(2m+3) y^(m+1) − 2(m+1) y^m].

By the recurrence, the last term cancels p_m′(x), which leaves the formula for m+1. For m ≥ 1 the slope vanishes at ±1.

**Repeated steps.** Let x_n be the value after n steps. A nonnegative error keeps x_n in [−1, 1], so the one-step bound applies again, and induction gives

0 ≤ 1 − x_n² ≤ (1 − x²)^((m+1)^n).

Now take m ≥ 1 and 0 < x ≤ 1. Each step multiplies x_n by S_m(1 − x_n²), which is positive because 1 − x_n² ≥ 0, so all x_n are nonnegative. They are also at most 1, hence x_n ≥ x_n². Since (m+1)^n ≥ n and 0 ≤ y < 1,

1 − y^n ≤ x_n ≤ 1,

and x_n tends to 1. Because p_m is odd, negative starting values tend to −1, and zero stays at zero.

## From m = 0 to a worked step at x = 1/2

For m = 0 the polynomial is p_0(x) = x. Both bounds equal y, and nothing improves. For m = 1,

p_1(x) = (3x − x³)/2,

the Newton–Schulz step. With x = 1 − 2q, where the occupation q tends to 1 for eigenvalues below the chemical potential and to 0 for those above it, this becomes the McWeeny map q ↦ 3q² − 2q³.

Take x = 1/2, so y = 3/4. Then p_1(1/2) = 11/16 = 0.6875, and the new error is 1 − 121/256 ≈ 0.527. It lies between y³ ≈ 0.422 and y² ≈ 0.563. With m = 2 the same eigenvalue goes to about 0.793 and the error to about 0.371, between y⁵ ≈ 0.237 and y³ ≈ 0.422.

## The complete Lean file

```lean
import Mathlib

open Finset Filter Topology

namespace InverseFreeSignPolynomial

noncomputable section

/-- The coefficient `C(2j,j) / 4^j` of the expansion of the inverse square root. -/
def signCoeff (j : ℕ) : ℝ := (Nat.choose (2 * j) j : ℝ) / 4 ^ j

/-- The truncated inverse square root series in the involution error `y`. -/
def invSqrtSeries (m : ℕ) (y : ℝ) : ℝ := ∑ j ∈ range (m + 1), signCoeff j * y ^ j

/-- An inverse-free update rule for the matrix sign function, acting on one eigenvalue `x`. -/
def signPoly (m : ℕ) (x : ℝ) : ℝ := x * invSqrtSeries m (1 - x ^ 2)

/-- Two-term recurrence of the expansion coefficients. -/
theorem signCoeff_succ (j : ℕ) :
    2 * ((j : ℝ) + 1) * signCoeff (j + 1) = (2 * j + 1) * signCoeff j := by
  have h : ((j : ℝ) + 1) * (Nat.centralBinom (j + 1) : ℝ)
      = 2 * (2 * j + 1) * (Nat.centralBinom j : ℝ) := by
    exact_mod_cast Nat.succ_mul_centralBinom_succ j
  simp only [signCoeff, ← Nat.centralBinom_eq_two_mul_choose, pow_succ]
  linear_combination (1 / (2 * 4 ^ j)) * h

theorem signCoeff_nonneg (j : ℕ) : 0 ≤ signCoeff j := by
  unfold signCoeff
  positivity

/-- The self-convolution of the coefficients equals one at every order. -/
theorem signCoeff_convolution (n : ℕ) :
    ∑ p ∈ antidiagonal n, signCoeff p.1 * signCoeff p.2 = 1 := by
  -- by symmetry, the first index has mean `k / 2` on the antidiagonal
  have sym : ∀ k : ℕ, 2 * ∑ p ∈ antidiagonal k, (p.1 : ℝ) * (signCoeff p.1 * signCoeff p.2)
      = k * ∑ p ∈ antidiagonal k, signCoeff p.1 * signCoeff p.2 := by
    intro k
    have hs : ∑ p ∈ antidiagonal k, (p.2 : ℝ) * (signCoeff p.1 * signCoeff p.2)
        = ∑ p ∈ antidiagonal k, (p.1 : ℝ) * (signCoeff p.1 * signCoeff p.2) := by
      rw [← Finset.Nat.sum_antidiagonal_swap]
      refine sum_congr rfl fun p _ => ?_
      simp only [Prod.fst_swap, Prod.snd_swap]
      ring
    have ha : ∑ p ∈ antidiagonal k, (p.1 : ℝ) * (signCoeff p.1 * signCoeff p.2)
        + ∑ p ∈ antidiagonal k, (p.2 : ℝ) * (signCoeff p.1 * signCoeff p.2)
        = k * ∑ p ∈ antidiagonal k, signCoeff p.1 * signCoeff p.2 := by
      rw [← sum_add_distrib, mul_sum]
      refine sum_congr rfl fun p hp => ?_
      have h : (p.1 : ℝ) + p.2 = k := by exact_mod_cast mem_antidiagonal.1 hp
      rw [← h]
      ring
    linarith
  induction n with
  | zero => simp [signCoeff]
  | succ n ih =>
    -- the recurrence links the weighted sums of neighbouring orders
    have h1 : ∑ p ∈ antidiagonal (n + 1), (p.1 : ℝ) * (signCoeff p.1 * signCoeff p.2)
        = ∑ p ∈ antidiagonal n, ((p.1 : ℝ) * (signCoeff p.1 * signCoeff p.2)
          + 1 / 2 * (signCoeff p.1 * signCoeff p.2)) := by
      rw [Finset.Nat.sum_antidiagonal_succ]
      simp only [Nat.cast_zero, zero_mul, zero_add]
      refine sum_congr rfl fun p _ => ?_
      push_cast
      linear_combination (signCoeff p.2 / 2) * signCoeff_succ p.1
    rw [sum_add_distrib, ← mul_sum, ih] at h1
    have s0 := sym n
    rw [ih] at s0
    have s1 := sym (n + 1)
    push_cast at s1
    exact mul_left_cancel₀ (show (n : ℝ) + 1 ≠ 0 by positivity) (by linarith)

/-- For `y ≥ 0`, the squared truncated series lies between two geometric sums. -/
theorem invSqrtSeries_sq_bounds (m : ℕ) {y : ℝ} (hy : 0 ≤ y) :
    ∑ k ∈ range (m + 1), y ^ k ≤ invSqrtSeries m y ^ 2 ∧
      invSqrtSeries m y ^ 2 ≤ ∑ k ∈ range (2 * m + 1), y ^ k := by
  let f : ℕ × ℕ → ℝ := fun p => signCoeff p.1 * signCoeff p.2 * y ^ (p.1 + p.2)
  have hf : ∀ p, 0 ≤ f p := fun p =>
    mul_nonneg (mul_nonneg (signCoeff_nonneg _) (signCoeff_nonneg _)) (pow_nonneg hy _)
  -- a triangle of index pairs sums to a geometric sum
  have tri : ∀ n : ℕ, ∑ p ∈ (range (n + 1)).biUnion (fun k => antidiagonal k), f p
      = ∑ k ∈ range (n + 1), y ^ k := by
    intro n
    rw [sum_biUnion]
    · refine sum_congr rfl fun k _ => ?_
      calc ∑ p ∈ antidiagonal k, f p
          = ∑ p ∈ antidiagonal k, signCoeff p.1 * signCoeff p.2 * y ^ k :=
            sum_congr rfl fun p hp => by simp only [f]; rw [mem_antidiagonal.1 hp]
        _ = y ^ k := by rw [← sum_mul, signCoeff_convolution, one_mul]
    · intro a _ b _ hab
      show Disjoint (antidiagonal a) (antidiagonal b)
      exact disjoint_left.2 fun p ha hb =>
        hab ((mem_antidiagonal.1 ha).symm.trans (mem_antidiagonal.1 hb))
  have hsq : invSqrtSeries m y ^ 2 = ∑ p ∈ range (m + 1) ×ˢ range (m + 1), f p := by
    rw [sum_product, invSqrtSeries, sq, sum_mul_sum]
    refine sum_congr rfl fun i _ => sum_congr rfl fun j _ => ?_
    simp only [f]
    ring
  -- the square of index pairs sits between two triangles
  rw [hsq, ← tri m, ← tri (2 * m)]
  constructor
  · refine sum_le_sum_of_subset_of_nonneg (fun p hp => ?_) fun p _ _ => hf p
    simp only [mem_biUnion, mem_range, HasAntidiagonal.mem_antidiagonal, mem_product] at hp ⊢
    obtain ⟨k, hk, h⟩ := hp
    omega
  · refine sum_le_sum_of_subset_of_nonneg (fun p hp => ?_) fun p _ _ => hf p
    simp only [mem_biUnion, mem_range, HasAntidiagonal.mem_antidiagonal, mem_product] at hp ⊢
    exact ⟨p.1 + p.2, by omega, rfl⟩

/-- For `x` in `[-1,1]`, one step leaves an involution error between the powers `2m+1` and `m+1` of
the old error, and the new error is nonnegative. -/
theorem involution_error_bounds (m : ℕ) {x : ℝ} (hx : x ∈ Set.Icc (-1 : ℝ) 1) :
    0 ≤ 1 - signPoly m x ^ 2 ∧ (1 - x ^ 2) ^ (2 * m + 1) ≤ 1 - signPoly m x ^ 2 ∧
      1 - signPoly m x ^ 2 ≤ (1 - x ^ 2) ^ (m + 1) := by
  have hy : 0 ≤ 1 - x ^ 2 := by nlinarith [hx.1, hx.2]
  obtain ⟨hl, hu⟩ := invSqrtSeries_sq_bounds m hy
  have hl' := mul_le_mul_of_nonneg_left hl (sq_nonneg x)
  have hu' := mul_le_mul_of_nonneg_left hu (sq_nonneg x)
  -- the factor `x^2 = 1 - y` telescopes the geometric sums
  have g1 := mul_neg_geom_sum (1 - x ^ 2) (m + 1)
  have g2 := mul_neg_geom_sum (1 - x ^ 2) (2 * m + 1)
  rw [sub_sub_cancel] at g1 g2
  have hp : signPoly m x ^ 2 = x ^ 2 * invSqrtSeries m (1 - x ^ 2) ^ 2 := by
    rw [signPoly, mul_pow]
  have h0 := pow_nonneg hy (2 * m + 1)
  exact ⟨by linarith, by linarith, by linarith⟩

/-- The slope of the update rule is a constant times the `m`-th power of the involution
error. -/
theorem hasDerivAt_signPoly (m : ℕ) (x : ℝ) :
    HasDerivAt (signPoly m) ((2 * m + 1) * signCoeff m * (1 - x ^ 2) ^ m) x := by
  induction m with
  | zero =>
    have h : signPoly 0 = fun t => t := by
      funext t
      simp [signPoly, invSqrtSeries, signCoeff]
    rw [h]
    refine (hasDerivAt_id' x).congr_deriv ?_
    simp [signCoeff]
  | succ m ih =>
    have hs : signPoly (m + 1) = fun t =>
        signPoly m t + t * (signCoeff (m + 1) * (1 - t ^ 2) ^ (m + 1)) := by
      funext t
      simp only [signPoly, invSqrtSeries]
      rw [sum_range_succ _ (m + 1)]
      ring
    have hu : HasDerivAt (fun t : ℝ => 1 - t ^ 2) (-(2 * x)) x := by
      simpa using (hasDerivAt_pow 2 x).const_sub 1
    have h := ih.fun_add ((hasDerivAt_id' x).fun_mul
      ((hu.fun_pow (m + 1)).const_mul (signCoeff (m + 1))))
    rw [hs]
    refine h.congr_deriv ?_
    simp only [Nat.add_sub_cancel]
    push_cast
    linear_combination (-(1 - x ^ 2) ^ m) * signCoeff_succ m

/-- For `x` in `[-1,1]`, after `n` steps the involution error is nonnegative and at most the initial
error to the power `(m+1)^n`. -/
theorem iterated_error_bound (m n : ℕ) {x : ℝ} (hx : x ∈ Set.Icc (-1 : ℝ) 1) :
    0 ≤ 1 - ((signPoly m)^[n] x) ^ 2 ∧
      1 - ((signPoly m)^[n] x) ^ 2 ≤ (1 - x ^ 2) ^ ((m + 1) ^ n) := by
  induction n with
  | zero =>
    have hy : 0 ≤ 1 - x ^ 2 := by nlinarith [hx.1, hx.2]
    exact ⟨hy, by simp⟩
  | succ n ih =>
    rw [Function.iterate_succ_apply']
    have hz : (signPoly m)^[n] x ∈ Set.Icc (-1 : ℝ) 1 :=
      ⟨by nlinarith [ih.1], by nlinarith [ih.1]⟩
    obtain ⟨h0, _, h1⟩ := involution_error_bounds m hz
    refine ⟨h0, h1.trans ((pow_le_pow_left₀ ih.1 ih.2 (m + 1)).trans (le_of_eq ?_))⟩
    rw [← pow_mul, ← pow_succ]

/-- For `m ≥ 1` the iteration sends every eigenvalue in `[-1,1]` to its sign. -/
theorem tendsto_sign {m : ℕ} (hm : 1 ≤ m) {x : ℝ} (hx : x ∈ Set.Icc (-1 : ℝ) 1) :
    Tendsto (fun n => (signPoly m)^[n] x) atTop (𝓝 (Real.sign x)) := by
  have pos : ∀ z : ℝ, 0 < z → z ≤ 1 →
      Tendsto (fun n => (signPoly m)^[n] z) atTop (𝓝 1) := by
    intro z hz hz1
    have hI : z ∈ Set.Icc (-1 : ℝ) 1 := ⟨by linarith, hz1⟩
    have hy : 0 ≤ 1 - z ^ 2 := by nlinarith
    have hy1 : 1 - z ^ 2 < 1 := by nlinarith
    have hn : ∀ n, 0 ≤ (signPoly m)^[n] z := by
      intro n
      induction n with
      | zero => exact hz.le
      | succ n ih =>
        rw [Function.iterate_succ_apply']
        exact mul_nonneg ih (sum_nonneg fun j _ => mul_nonneg (signCoeff_nonneg j)
          (pow_nonneg (iterated_error_bound m n hI).1 j))
    have hlow : Tendsto (fun n : ℕ => 1 - (1 - z ^ 2) ^ n) atTop (𝓝 1) := by
      simpa using (tendsto_pow_atTop_nhds_zero_of_lt_one hy hy1).const_sub 1
    -- squeeze between `1 - y^n` and `1`
    refine tendsto_of_tendsto_of_tendsto_of_le_of_le hlow tendsto_const_nhds
      (fun n => ?_) (fun n => ?_)
    · have hb := iterated_error_bound m n hI
      have he : n ≤ (m + 1) ^ n := (Nat.lt_pow_self (by omega)).le
      have hq := pow_le_pow_of_le_one hy hy1.le he
      show 1 - (1 - z ^ 2) ^ n ≤ (signPoly m)^[n] z
      nlinarith [hn n, hb.1, hb.2]
    · show (signPoly m)^[n] z ≤ 1
      nlinarith [hn n, (iterated_error_bound m n hI).1]
  have odd : ∀ (n : ℕ) (z : ℝ), (signPoly m)^[n] (-z) = -(signPoly m)^[n] z := by
    intro n z
    induction n with
    | zero => rfl
    | succ n ih =>
      rw [Function.iterate_succ_apply', Function.iterate_succ_apply', ih]
      simp only [signPoly, neg_sq, neg_mul]
  rcases lt_trichotomy x 0 with h | h | h
  · rw [Real.sign_of_neg h]
    have ht := (pos (-x) (by linarith) (by linarith [hx.1])).neg
    simpa only [odd, neg_neg] using ht
  · subst h
    have hz : ∀ n, (signPoly m)^[n] (0 : ℝ) = 0 := by
      intro n
      have h0 := odd n 0
      rw [neg_zero] at h0
      linarith
    simp only [hz, Real.sign_zero]
    exact tendsto_const_nhds
  · rw [Real.sign_of_pos h]
    exact pos x h hx.2

end

end InverseFreeSignPolynomial
```

```lean
#print axioms InverseFreeSignPolynomial.involution_error_bounds
#print axioms InverseFreeSignPolynomial.hasDerivAt_signPoly
#print axioms InverseFreeSignPolynomial.tendsto_sign
```

```
'InverseFreeSignPolynomial.involution_error_bounds' depends on axioms: [propext, Classical.choice, Quot.sound]
'InverseFreeSignPolynomial.hasDerivAt_signPoly' depends on axioms: [propext, Classical.choice, Quot.sound]
'InverseFreeSignPolynomial.tendsto_sign' depends on axioms: [propext, Classical.choice, Quot.sound]
```

## What the theorems say about an eigenvalue

The real number `x` stands for one eigenvalue of the shifted and scaled Hamiltonian. `signCoeff j` is c(j), `invSqrtSeries m y` is S_m(y), and `signPoly m x` is p_m(x). The sum runs over `range (m + 1)`, that is, over j = 0, …, m, so m = 1 is the cubic step.

`involution_error_bounds` holds for every natural `m` and every `x` in `Set.Icc (-1 : ℝ) 1`, the closed interval. That hypothesis represents the scaling step: the eigenvalues must already lie in the interval, which scaling by a bound on the spectrum can ensure. The conclusion has three parts: the new error is nonnegative, at least the power 2m+1 of the old error, and at most the power m+1. The first and third parts are the claim in the question.

`hasDerivAt_signPoly` gives the slope at every real `x`. In `iterated_error_bound`, `(signPoly m)^[n] x` means n applications of the same polynomial, with m fixed throughout. `tendsto_sign` assumes `1 ≤ m` and states convergence to `Real.sign x`, where the sign of zero is zero. An eigenvalue exactly at the chemical potential has x = 0 and stays there, because p_m(0) = 0. This corresponds to occupation 1/2 in the density matrix P = (I − X)/2, where X is the limit of the matrix iteration.

The theorems concern exact real arithmetic on a single number. For a finite Hermitian matrix, diagonalisation carries the bounds over to each eigenvalue, but the file contains no matrices. It also leaves out rounding, the discarding of small matrix elements and the cost of the multiplications. Convergence is stated for each x separately: close to the chemical potential y is near 1, and the bound guarantees little progress in the first steps.

For electronic structure, the result bounds from above the idempotency error that remains after n purification steps with the same p_m, for a fixed effective one-particle Hamiltonian, in exact arithmetic and with the spectrum already scaled into [−1, 1]. An eigenvalue x_n of the iterate gives the density matrix the eigenvalue q_n = (1 − x_n)/2, and q_n − q_n² = (1 − x_n²)/4.

## How the Lean proof follows the algebra

`signCoeff_succ` takes the central binomial recurrence from Mathlib, moves it to the real numbers and rescales it with `linear_combination`. `signCoeff_nonneg` supplies the sign of the coefficients, which the comparison of index sets needs.

`signCoeff_convolution` proves A(n) = 1 by induction. Its internal statement `sym` is 2B(k) = k A(k), obtained by swapping the two entries of each pair on the antidiagonal. The statement `h1` is the shift from B(n+1) to B(n) + A(n)/2. Combining the two and cancelling the nonzero factor n+1 completes the induction.

In `invSqrtSeries_sq_bounds`, `f` is the summand c(i)c(j)y^(i+j). The statement `tri` writes a triangle as a disjoint union of antidiagonals and evaluates its sum by the convolution identity, while `hsq` expands the square over pairs. Both inequalities then come from `sum_le_sum_of_subset_of_nonneg`: enlarging the index set cannot lower a sum of nonnegative terms. The inclusions between square and triangles are integer inequalities, settled by `omega`.

`involution_error_bounds` multiplies these inequalities by x². Mathlib's `mul_neg_geom_sum` performs the telescoping, and `linarith` rearranges the result into the three bounds.

`hasDerivAt_signPoly` is the induction on m given above. The product and chain rules differentiate the added term, and `signCoeff_succ` provides the cancellation. `iterated_error_bound` is an induction on n that first recovers membership in [−1, 1] from the nonnegative error, then applies the one-step theorem and multiplies the exponents.

`tendsto_sign` proves the positive case in `pos` by squeezing the iterates between 1 − y^n and 1. The statement `odd` shows that every iterate is an odd function. A case split on the sign of `x` then reduces the negative case to the positive one and shows that zero is fixed.
